# A gapped two-band model with zero signed count and an edge state at every ky

Let

d(k) = (s sin kx, sin ky, u + s cos kx + t cos ky), with s > t > 0 and |u| < s − t.

Then d never vanishes, and the signs of the Jacobian of (dx, dy), taken at the zeros of (dx, dy) in the Brillouin zone with dz > 0, add up to zero. Yet for every ky the half-line x ≥ 0 has a nonzero square-summable state of energy sin ky.

The Bloch Hamiltonian is H(k) = d(k)·σ, where σ = (σx, σy, σz) are the Pauli matrices, with energies ±|d(k)|, so a nonvanishing d means a gap between the bands. Here s sets the hopping along x, with the same coefficient in dx and in dz, t sets the dz hopping along y, and u is a uniform mass. Energy is measured in units of the coefficient of sin ky, and length in lattice spacings. The condition |u| < s − t says that hopping along x outweighs the other two terms of dz together.

## The bulk and the edge by hand

Write M = u + t cos ky. Since |M| ≤ |u| + t, the hypotheses give |M| < s for every ky.

**The bulk.** If dx = 0, then sin kx = 0 and cos kx = ±1, so dz = M ± s ≠ 0. Hence d ≠ 0. In the Brillouin zone (−π, π]², dx and dy both vanish exactly when kx and ky are each 0 or π. At kx = 0, dz = M + s > 0; at kx = π, dz = M − s < 0. The zeros with dz > 0 are therefore (0, 0) and (0, π). The Jacobian determinant is

∂(dx, dy)/∂(kx, ky) = s cos kx cos ky,

which equals s at the first and −s at the second. The signs cancel.

**The edge state.** At fixed ky the model is a chain with on-site matrix A = M σz + sin ky σy and hopping matrix T = s(σz − iσx)/2:

A ψₙ + T ψₙ₊₁ + T† ψₙ₋₁ = E ψₙ, with ψ₋₁ = 0.

Let χ = (1, i) and χ′ = (1, −i). Direct multiplication gives

σy χ = χ, σz χ = χ′, T χ = s χ′, T† χ = 0,

σy χ′ = −χ′, σz χ′ = χ, T χ′ = 0, T† χ′ = s χ.

Inserting ψₙ = qⁿ χ leaves

sin ky qⁿ χ + (M + s q) qⁿ χ′ = E qⁿ χ,

so E = sin ky and q = −M/s.

**Uniqueness at this energy.** Write ψₙ = aₙ χ + bₙ χ′ and set E = sin ky. The two components of the equation are

M bₙ + s bₙ₋₁ = 0,

s aₙ₊₁ + M aₙ = 2 sin ky bₙ.

If M ≠ 0, the first gives b₀ = 0 at the edge and then bₙ = 0 site by site. If M = 0, it gives bₙ₋₁ = 0 for all n ≥ 1. Either way only aₙ₊₁ = q aₙ remains, so every solution is a multiple of qⁿ χ.

**Normalisation.** The squared norm of qⁿ χ is Σ 2q²ⁿ, which is finite exactly when |q| < 1, that is |M| < s. The normalised state is √((1 − q²)/2) qⁿ (1, i).

**Without the bound on u.** Take s = 2, t = 1, u = 2. The values of dz at (0, 0), (0, π), (π, 0) and (π, π) are 5, 3, 1 and −1, so d still never vanishes. Three zeros now have dz > 0, with signs +, −, −, and the total is −1. At ky = 0, M = 3 > s, and the state of energy sin ky is gone.

For a gapped two-band model in which the Jacobian is nonzero at every counted zero, as it is here, the signed count is, up to a sign convention, the Chern number. In this non-interacting model with a clean edge, a vanishing Chern number thus does not rule out an edge band: sin ky crosses zero energy at ky = 0 and ky = π with opposite velocities.

## Momentum-space definitions

In Lean 4 with Mathlib:

```lean
import Mathlib

open Matrix
open Complex (I)

namespace AnisotropicChernWeakEdge

noncomputable section

/-- The vector `d(k)` of the anisotropic two-band model. -/
def dVec (s t u kx ky : ℝ) : Fin 3 → ℝ :=
  ![s * Real.sin kx, Real.sin ky, u + s * Real.cos kx + t * Real.cos ky]

/-- The Bloch Hamiltonian `d(k) · σ`. -/
def bloch (s t u kx ky : ℝ) : Matrix (Fin 2) (Fin 2) ℂ :=
  !![(dVec s t u kx ky 2 : ℂ), dVec s t u kx ky 0 - I * dVec s t u kx ky 1;
     dVec s t u kx ky 0 + I * dVec s t u kx ky 1, -(dVec s t u kx ky 2 : ℂ)]
```

Components 0, 1, 2 of `dVec` are dx, dy, dz, and all parameters and momenta are real.

```lean
/-- The Jacobian determinant of `(dx, dy)` with respect to `(kx, ky)`. -/
def jac (s t u kx ky : ℝ) : ℝ :=
  Matrix.det !![deriv (fun x => dVec s t u x ky 0) kx, deriv (fun y => dVec s t u kx y 0) ky;
                deriv (fun x => dVec s t u x ky 1) kx, deriv (fun y => dVec s t u kx y 1) ky]

/-- The zeros of `(dx, dy)` in the Brillouin zone at which `dz > 0`. -/
def positiveZeros (s t u : ℝ) : Set (ℝ × ℝ) :=
  {k | k.1 ∈ Set.Ioc (-Real.pi) Real.pi ∧ k.2 ∈ Set.Ioc (-Real.pi) Real.pi ∧
    dVec s t u k.1 k.2 0 = 0 ∧ dVec s t u k.1 k.2 1 = 0 ∧ 0 < dVec s t u k.1 k.2 2}

/-- The sum of the Jacobian signs over the zeros of `(dx, dy)` with `dz > 0`. -/
def signedZeroCount (s t u : ℝ) : ℤ :=
  ∑ᶠ k ∈ positiveZeros s t u, (SignType.sign (jac s t u k.1 k.2) : ℤ)
```

`jac` is built from actual partial derivatives. The sum `∑ᶠ` returns zero by convention when infinitely many terms are nonzero, which is why the final theorem also states that the set of zeros is finite.

## The half-line

```lean
/-- The part `u + t cos ky` of `dz` that does not depend on `kx`. -/
def mass (t u ky : ℝ) : ℝ := u + t * Real.cos ky

/-- The on-site matrix of the chain at fixed `ky`. -/
def onsite (t u ky : ℝ) : Matrix (Fin 2) (Fin 2) ℂ :=
  !![(mass t u ky : ℂ), -(I * (Real.sin ky : ℂ)); I * (Real.sin ky : ℂ), -(mass t u ky : ℂ)]

/-- The matrix `s (σz - i σx) / 2` that couples a site to its right neighbour. -/
def hop (s : ℝ) : Matrix (Fin 2) (Fin 2) ℂ :=
  !![(s : ℂ) / 2, -(I * (s / 2)); -(I * (s / 2)), -((s : ℂ) / 2)]

/-- The amplitude on the left neighbour of a site, which is zero beyond the edge. -/
def leftSite (ψ : ℕ → Fin 2 → ℂ) : ℕ → Fin 2 → ℂ
  | 0 => 0
  | n + 1 => ψ n

/-- The Hamiltonian of the half-line `x ≥ 0` at fixed `ky`. -/
def halfLine (s t u ky : ℝ) (ψ : ℕ → Fin 2 → ℂ) (n : ℕ) : Fin 2 → ℂ :=
  onsite t u ky *ᵥ ψ n + hop s *ᵥ ψ (n + 1) + (hop s)ᴴ *ᵥ leftSite ψ n
```

`mass` is M, `onsite` is A and `hop` is T. A state `ψ` assigns two complex amplitudes to each site n = 0, 1, 2, …, and `leftSite` encodes the sharp edge by placing zero to the left of site 0.

```lean
/-- `ψ` solves the stationary Schrödinger equation on the half-line at energy `E`. -/
def IsStationary (s t u ky E : ℝ) (ψ : ℕ → Fin 2 → ℂ) : Prop :=
  ∀ n i, halfLine s t u ky ψ n i = (E : ℂ) * ψ n i

/-- The total probability of `ψ` on the half-line is finite. -/
def SquareSummable (ψ : ℕ → Fin 2 → ℂ) : Prop :=
  Summable fun n => ‖ψ n 0‖ ^ 2 + ‖ψ n 1‖ ^ 2

/-- The factor by which the edge state changes from one site to the next. -/
def decay (s t u ky : ℝ) : ℝ := -mass t u ky / s

/-- The edge state: the spinor `(1, i)` times a power of the decay factor. -/
def edgeState (s t u ky : ℝ) (n : ℕ) : Fin 2 → ℂ :=
  ![(decay s t u ky : ℂ) ^ n, I * (decay s t u ky : ℂ) ^ n]
```

`IsStationary` imposes the Schrödinger equation at every site without requiring normalisability, which is the separate condition `SquareSummable`. `decay` is q, and `edgeState` is the unnormalised qⁿ χ.

## Matching the chain to the Bloch matrix

```lean
lemma hop_adjoint (s : ℝ) :
    (hop s)ᴴ = !![(s : ℂ) / 2, I * (s / 2); I * (s / 2), -((s : ℂ) / 2)] := by
  ext i j
  fin_cases i <;> fin_cases j <;> simp [hop, Matrix.conjTranspose_apply]

/-- The Fourier sum of the on-site and hopping matrices is the Bloch Hamiltonian. -/
theorem fourier_eq_bloch (s t u kx ky : ℝ) :
    onsite t u ky + Complex.exp (kx * I) • hop s + Complex.exp (-kx * I) • (hop s)ᴴ
      = bloch s t u kx ky := by
  rw [hop_adjoint, Complex.exp_mul_I, Complex.exp_mul_I, Complex.cos_neg, Complex.sin_neg]
  ext i j
  fin_cases i <;> fin_cases j <;> simp [onsite, hop, bloch, dVec, mass] <;>
    first
    | ring1
    | linear_combination (-(s : ℂ) * Complex.sin kx) * Complex.I_sq
```

`fourier_eq_bloch` shows that A + e^(ikx) T + e^(−ikx) T† = H(k), so the half-line is cut from the same model. The next lemmas write out the two components of the chain equation and the relation s q = −M.

```lean
lemma halfLine_zero (s t u ky : ℝ) (ψ : ℕ → Fin 2 → ℂ) (n : ℕ) :
    halfLine s t u ky ψ n 0 = mass t u ky * ψ n 0 - I * (Real.sin ky : ℂ) * ψ n 1
      + s / 2 * (ψ (n + 1) 0 - I * ψ (n + 1) 1)
      + s / 2 * (leftSite ψ n 0 + I * leftSite ψ n 1) := by
  rw [halfLine, hop_adjoint]
  simp [onsite, hop, dotProduct, Fin.sum_univ_two]
  ring

lemma halfLine_one (s t u ky : ℝ) (ψ : ℕ → Fin 2 → ℂ) (n : ℕ) :
    halfLine s t u ky ψ n 1 = I * (Real.sin ky : ℂ) * ψ n 0 - mass t u ky * ψ n 1
      - s / 2 * (I * ψ (n + 1) 0 + ψ (n + 1) 1)
      + s / 2 * (I * leftSite ψ n 0 - leftSite ψ n 1) := by
  rw [halfLine, hop_adjoint]
  simp [onsite, hop, dotProduct, Fin.sum_univ_two]
  ring

lemma decay_mul {s : ℝ} (hs : s ≠ 0) (t u ky : ℝ) :
    (s : ℂ) * (decay s t u ky : ℂ) = -(mass t u ky : ℂ) := by
  have h : s * decay s t u ky = -mass t u ky := by
    unfold decay
    exact mul_div_cancel₀ _ hs
  exact_mod_cast h
```

## Existence, uniqueness and decay

```lean
/-- For `s ≠ 0` the edge state solves the half-line Schrödinger equation at energy `sin ky`. -/
theorem edgeState_stationary {s : ℝ} (hs : s ≠ 0) (t u ky : ℝ) :
    IsStationary s t u ky (Real.sin ky) (edgeState s t u ky) := by
  intro n
  have hq := decay_mul hs t u ky
  have e0 : ∀ n, edgeState s t u ky n 0 = (decay s t u ky : ℂ) ^ n := fun _ => rfl
  have e1 : ∀ n, edgeState s t u ky n 1 = I * (decay s t u ky : ℂ) ^ n := fun _ => rfl
  -- hopping from the left annihilates the spinor (1, i)
  have hL : leftSite (edgeState s t u ky) n 0 + I * leftSite (edgeState s t u ky) n 1 = 0 := by
    cases n with
    | zero => simp [leftSite]
    | succ n =>
      simp only [leftSite, e0, e1]
      linear_combination (decay s t u ky : ℂ) ^ n * Complex.I_sq
  refine Fin.forall_fin_two.2 ⟨?_, ?_⟩
  · rw [halfLine_zero]
    simp only [e0, e1, pow_succ]
    linear_combination (decay s t u ky : ℂ) ^ n * hq + (s / 2 : ℂ) * hL
      + (-(Real.sin ky : ℂ) * (decay s t u ky : ℂ) ^ n
        - s / 2 * (decay s t u ky : ℂ) ^ n * decay s t u ky) * Complex.I_sq
  · rw [halfLine_one]
    simp only [e0, e1, pow_succ]
    linear_combination -I * (decay s t u ky : ℂ) ^ n * hq + (s / 2 : ℂ) * I * hL
      - (s / 2 : ℂ) * leftSite (edgeState s t u ky) n 1 * Complex.I_sq
```

The step `hL` is T† χ = 0, including the empty site at the edge. The `linear_combination` calls then use s q = −M and i² = −1 to cancel the rest.

```lean
/-- For `s ≠ 0` every half-line solution at energy `sin ky` is a multiple of the edge state. -/
theorem stationary_unique {s t u ky : ℝ} (hs : s ≠ 0) {ψ : ℕ → Fin 2 → ℂ}
    (h : IsStationary s t u ky (Real.sin ky) ψ) :
    ∃ c : ℂ, ∀ n i, ψ n i = c * edgeState s t u ky n i := by
  have hs' : (s : ℂ) ≠ 0 := by exact_mod_cast hs
  have hq := decay_mul hs t u ky
  have key : ∀ n, (mass t u ky : ℂ) * (ψ n 0 + I * ψ n 1)
      + s * (leftSite ψ n 0 + I * leftSite ψ n 1) = 0 := by
    intro n
    have h0 := h n 0
    have h1 := h n 1
    rw [halfLine_zero] at h0
    rw [halfLine_one] at h1
    linear_combination h0 - I * h1 + (-(s / 2 : ℂ) * ψ (n + 1) 0
      + s / 2 * leftSite ψ n 0 + (Real.sin ky : ℂ) * ψ n 0) * Complex.I_sq
  -- the component along (1, -i) vanishes on every site
  have hb : ∀ n, ψ n 0 + I * ψ n 1 = 0 := by
    by_cases hm : (mass t u ky : ℂ) = 0
    · intro n
      have k : (mass t u ky : ℂ) * (ψ (n + 1) 0 + I * ψ (n + 1) 1)
        + s * (ψ n 0 + I * ψ n 1) = 0 := key (n + 1)
      rw [hm, zero_mul, zero_add] at k
      exact (mul_eq_zero.mp k).resolve_left hs'
    · intro n
      refine (mul_eq_zero.mp ?_).resolve_left hm
      induction n with
      | zero =>
        have k : (mass t u ky : ℂ) * (ψ 0 0 + I * ψ 0 1) + s * (0 + I * 0) = 0 := key 0
        linear_combination k
      | succ n ih =>
        have k : (mass t u ky : ℂ) * (ψ (n + 1) 0 + I * ψ (n + 1) 1)
          + s * (ψ n 0 + I * ψ n 1) = 0 := key (n + 1)
        have z := (mul_eq_zero.mp ih).resolve_left hm
        linear_combination k - s * z
  have hr : ∀ n, ψ n 1 = I * ψ n 0 := fun n => by
    linear_combination -I * hb n + ψ n 1 * Complex.I_sq
  -- the remaining component obeys a one-term recursion
  have step : ∀ n, (s : ℂ) * ψ (n + 1) 0 + mass t u ky * ψ n 0 = 0 := by
    intro n
    have hL : leftSite ψ n 0 + I * leftSite ψ n 1 = 0 := by
      cases n with
      | zero => simp [leftSite]
      | succ n => exact hb n
    have h0 := h n 0
    rw [halfLine_zero, hr n, hr (n + 1)] at h0
    linear_combination h0 + ((Real.sin ky : ℂ) * ψ n 0 + s / 2 * ψ (n + 1) 0) * Complex.I_sq
      - (s / 2 : ℂ) * hL
  have hp : ∀ n, ψ n 0 = ψ 0 0 * (decay s t u ky : ℂ) ^ n := by
    intro n
    induction n with
    | zero => simp
    | succ n ih =>
      apply mul_left_cancel₀ hs'
      linear_combination step n - (mass t u ky : ℂ) * ih
        - ψ 0 0 * (decay s t u ky : ℂ) ^ n * hq
  refine ⟨ψ 0 0, fun n => Fin.forall_fin_two.2 ⟨hp n, ?_⟩⟩
  rw [hr n, hp n]
  change I * (ψ 0 0 * (decay s t u ky : ℂ) ^ n) = ψ 0 0 * (I * (decay s t u ky : ℂ) ^ n)
  ring
```

Here `key` is the recursion for bₙ, written with ψₙ,₀ + iψₙ,₁ = 2bₙ. `hb` proves bₙ = 0 with the same split between M = 0 and M ≠ 0, `step` is the recursion for aₙ, and `hp` solves it by induction. The theorem concerns energy sin ky only; bound states at other energies are not addressed.

```lean
/-- For `s > 0` the edge state is square-summable exactly when `|u + t cos ky| < s`. -/
theorem edgeState_summable_iff {s : ℝ} (hs : 0 < s) (t u ky : ℝ) :
    SquareSummable (edgeState s t u ky) ↔ |u + t * Real.cos ky| < s := by
  have e : (fun n => ‖edgeState s t u ky n 0‖ ^ 2 + ‖edgeState s t u ky n 1‖ ^ 2)
      = fun n => 2 * (decay s t u ky ^ 2) ^ n := by
    funext n
    change ‖(decay s t u ky : ℂ) ^ n‖ ^ 2 + ‖I * (decay s t u ky : ℂ) ^ n‖ ^ 2 = _
    rw [norm_mul, Complex.norm_I, one_mul, norm_pow, Complex.norm_real, Real.norm_eq_abs,
      ← pow_mul, mul_comm n 2, pow_mul, sq_abs]
    ring
  unfold SquareSummable
  rw [e, summable_mul_left_iff two_ne_zero, summable_geometric_iff_norm_lt_one,
    Real.norm_eq_abs, abs_of_nonneg (sq_nonneg _), sq_lt_one_iff_abs_lt_one, decay, abs_div,
    abs_neg, abs_of_pos hs, div_lt_one hs, mass]

/-- For `s > 0` and given `ky` the half-line has a bound state of energy `sin ky` if and only if `|u
+ t cos ky| < s`. -/
theorem edge_level_iff {s : ℝ} (hs : 0 < s) (t u ky : ℝ) :
    (∃ ψ, ψ ≠ 0 ∧ SquareSummable ψ ∧ IsStationary s t u ky (Real.sin ky) ψ)
      ↔ |u + t * Real.cos ky| < s := by
  rw [← edgeState_summable_iff hs]
  constructor
  · rintro ⟨ψ, hne, hsum, hst⟩
    obtain ⟨c, hc⟩ := stationary_unique hs.ne' hst
    have hc0 : c ≠ 0 := by
      rintro rfl
      exact hne (by funext n i; simp [hc n i])
    have e : (fun n => ‖ψ n 0‖ ^ 2 + ‖ψ n 1‖ ^ 2) = fun n => ‖c‖ ^ 2 *
        (‖edgeState s t u ky n 0‖ ^ 2 + ‖edgeState s t u ky n 1‖ ^ 2) := by
      funext n
      rw [hc n 0, hc n 1, norm_mul, norm_mul]
      ring
    unfold SquareSummable at hsum
    rw [e, summable_mul_left_iff (pow_ne_zero 2 (norm_ne_zero_iff.2 hc0))] at hsum
    exact hsum
  · intro h
    refine ⟨edgeState s t u ky, fun h0 => ?_, h, edgeState_stationary hs.ne' t u ky⟩
    have h1 : (decay s t u ky : ℂ) ^ 0 = 0 := congrFun (congrFun h0 0) 0
    simp at h1
```

The first theorem reduces the norm to a geometric series. The second combines it with uniqueness: at a given ky, a bound state of energy sin ky exists if and only if |u + t cos ky| < s.

## The bulk count and the final theorem

```lean
lemma mass_bound {s t u : ℝ} (ht : 0 < t) (hu : |u| < s - t) (ky : ℝ) :
    |u + t * Real.cos ky| < s := by
  obtain ⟨h1, h2⟩ := abs_lt.1 hu
  have h3 := mul_le_mul_of_nonneg_left (Real.cos_le_one ky) ht.le
  have h4 := mul_le_mul_of_nonneg_left (Real.neg_one_le_cos ky) ht.le
  exact abs_lt.2 ⟨by linarith, by linarith⟩

/-- For `s > t > 0` and `|u| < s - t` the zeros of `(dx, dy)` in the Brillouin zone with `dz > 0`
are the momenta `(0, 0)` and `(0, π)`. -/
theorem positiveZeros_eq {s t u : ℝ} (hst : t < s) (ht : 0 < t) (hu : |u| < s - t) :
    positiveZeros s t u = {(0, 0), (0, Real.pi)} := by
  have hpi := Real.pi_pos
  have zero_or_pi : ∀ x ∈ Set.Ioc (-Real.pi) Real.pi, Real.sin x = 0 → x = 0 ∨ x = Real.pi := by
    intro x hx h
    rcases hx.2.lt_or_eq with h' | h'
    · exact Or.inl ((Real.sin_eq_zero_iff_of_lt_of_lt hx.1 h').1 h)
    · exact Or.inr h'
  obtain ⟨hu1, hu2⟩ := abs_lt.1 hu
  ext ⟨x, y⟩
  simp only [Set.mem_insert_iff, Set.mem_singleton_iff, Prod.mk.injEq]
  constructor
  · rintro ⟨hx, hy, h0, h1, h2⟩
    change s * Real.sin x = 0 at h0
    change Real.sin y = 0 at h1
    change 0 < u + s * Real.cos x + t * Real.cos y at h2
    have hsx := (mul_eq_zero.mp h0).resolve_left (ht.trans hst).ne'
    rcases zero_or_pi x hx hsx with h | h
    · rcases zero_or_pi y hy h1 with h' | h'
      · exact Or.inl ⟨h, h'⟩
      · exact Or.inr ⟨h, h'⟩
    · rw [h, Real.cos_pi] at h2
      have := (abs_lt.1 (mass_bound ht hu y)).2
      linarith
  · rintro (⟨rfl, rfl⟩ | ⟨rfl, rfl⟩)
    · refine ⟨⟨by linarith, by linarith⟩, ⟨by linarith, by linarith⟩, ?_, ?_, ?_⟩
      · simp [dVec]
      · simp [dVec]
      · change 0 < u + s * Real.cos 0 + t * Real.cos 0
        rw [Real.cos_zero]
        linarith
    · refine ⟨⟨by linarith, by linarith⟩, ⟨by linarith, by linarith⟩, ?_, ?_, ?_⟩
      · simp [dVec]
      · simp [dVec]
      · change 0 < u + s * Real.cos 0 + t * Real.cos Real.pi
        rw [Real.cos_zero, Real.cos_pi]
        linarith

lemma jac_eq (s t u kx ky : ℝ) : jac s t u kx ky = s * Real.cos kx * Real.cos ky := by
  have a : deriv (fun x => dVec s t u x ky 0) kx = s * Real.cos kx :=
    ((Real.hasDerivAt_sin kx).const_mul s).deriv
  have b : deriv (fun y => dVec s t u kx y 0) ky = 0 := deriv_const ky (s * Real.sin kx)
  have c : deriv (fun x => dVec s t u x ky 1) kx = 0 := deriv_const kx (Real.sin ky)
  have e : deriv (fun y => dVec s t u kx y 1) ky = Real.cos ky := (Real.hasDerivAt_sin ky).deriv
  rw [jac, Matrix.det_fin_two_of, a, b, c, e]
  ring
```

`mass_bound` is |M| < s. It excludes kx = π in `positiveZeros_eq`, and `jac_eq` evaluates the derivatives.

```lean
/-- For `s > t > 0` and `|u| < s - t` the vector `d` never vanishes and the finitely many zeros of
`(dx, dy)` with `dz > 0` have total sign zero, yet for every `ky` the half-line has a nonzero
square-summable state of energy `sin ky`. -/
theorem weak_edge_band {s t u : ℝ} (hst : t < s) (ht : 0 < t) (hu : |u| < s - t) :
    (∀ kx ky, dVec s t u kx ky ≠ 0) ∧
    ((positiveZeros s t u).Finite ∧ signedZeroCount s t u = 0) ∧
    ∀ ky, ∃ ψ, ψ ≠ 0 ∧ SquareSummable ψ ∧ IsStationary s t u ky (Real.sin ky) ψ := by
  have hs : 0 < s := ht.trans hst
  refine ⟨fun kx ky h => ?_, ⟨?_, ?_⟩, fun ky => (edge_level_iff hs t u ky).2 (mass_bound ht hu ky)⟩
  · -- where dx = 0 the term s cos kx outweighs the rest of dz
    have h0 : s * Real.sin kx = 0 := congrFun h 0
    have h2 : u + s * Real.cos kx + t * Real.cos ky = 0 := congrFun h 2
    have hsin := (mul_eq_zero.mp h0).resolve_left hs.ne'
    obtain ⟨b1, b2⟩ := abs_lt.1 (mass_bound ht hu ky)
    rcases Real.sin_eq_zero_iff_cos_eq.1 hsin with hc | hc <;> rw [hc] at h2 <;> linarith
  · rw [positiveZeros_eq hst ht hu]
    exact Set.toFinite _
  · -- the two zeros carry opposite signs
    have hne : ((0 : ℝ), (0 : ℝ)) ≠ (0, Real.pi) := fun h =>
      Real.pi_pos.ne (congrArg Prod.snd h)
    have j0 : jac s t u 0 0 = s := by rw [jac_eq, Real.cos_zero]; ring
    have j1 : jac s t u 0 Real.pi = -s := by rw [jac_eq, Real.cos_zero, Real.cos_pi]; ring
    rw [signedZeroCount, positiveZeros_eq hst ht hu, finsum_mem_pair hne]
    simp only [j0, j1]
    rw [sign_pos hs, sign_neg (neg_lt_zero.2 hs)]
    rfl

end

end AnisotropicChernWeakEdge
```

The three parts of `weak_edge_band` are the nonvanishing of d, the finite set of zeros with total sign zero, and the bound state for every real ky. The proof takes the first from the sign of M ± s, the second from the Jacobians s and −s, and the third from `edge_level_iff`. The hypothesis s > t already follows from |u| < s − t and is kept for readability.

```lean
#print axioms AnisotropicChernWeakEdge.fourier_eq_bloch
#print axioms AnisotropicChernWeakEdge.weak_edge_band
```

```
'AnisotropicChernWeakEdge.fourier_eq_bloch' depends on axioms: [propext, Classical.choice, Quot.sound]
'AnisotropicChernWeakEdge.weak_edge_band' depends on axioms: [propext, Classical.choice, Quot.sound]
```
